# In a system with N levels, the powers of H below N decide whether a transition is strictly forbidden

Take a system with a finite number \(N\ge 1\) of levels and a time-independent Hamiltonian \(H\), written as a complex \(N\times N\) matrix in a fixed orthonormal basis. The levels are the \(N\) basis states, which need not be eigenstates of \(H\). With \(\hbar=1\), the evolution operator is \(U(t)=e^{-itH}\), and \(U(t)_{ij}\) is the amplitude for going from level \(j\) to level \(i\) in time \(t\).

```lean
import Mathlib

open Matrix

namespace AllOrdersSelectionRule

noncomputable section

variable {n : Type*} [Fintype n] [DecidableEq n]
```

The type `n` is the set of levels, and its elements \(i,j\) serve as matrix indices. The number \(N\) appears later as `Fintype.card n`.

```lean
/-- The time-evolution matrix `exp(-itH)` in units with `ħ = 1`. -/
def evolution (H : Matrix n n ℂ) (t : ℝ) : Matrix n n ℂ :=
  NormedSpace.exp ((-(Complex.I * (t : ℂ))) • H)
```

`evolution H t` is \(U(t)\). The type `Matrix n n ℂ` admits every complex matrix. Hermiticity, which makes \(U(t)\) unitary, is added as a hypothesis only where it is needed.

```lean
/-- The transition amplitude from level `j` to level `i` vanishes at every real time. -/
def StrictlyForbidden (H : Matrix n n ℂ) (i j : n) : Prop :=
  ∀ t : ℝ, evolution H t i j = 0
```

A transition is strictly forbidden if its amplitude is zero at every real time, not merely small or zero to first order.

## From vanishing amplitudes to powers of H

```lean
open scoped Matrix.Norms.Operator in
/-- Schrödinger equation for the entries of `U(t) H^k`: each time derivative brings down
one more factor `-iH`. -/
theorem hasDerivAt_evolution_mul_pow (H : Matrix n n ℂ) (i j : n) (k : ℕ) (t : ℝ) :
    HasDerivAt (fun u : ℝ => (evolution H u * H ^ k) i j)
      (-Complex.I * (evolution H t * H ^ (k + 1)) i j) t := by
  have hs : ∀ u : ℝ, (-(Complex.I * (u : ℂ))) • H = u • ((-Complex.I) • H) := by
    intro u
    ext a b
    simp only [Matrix.smul_apply, smul_eq_mul, Complex.real_smul]
    ring
  have hU : ∀ u : ℝ, evolution H u = NormedSpace.exp (u • ((-Complex.I) • H)) := by
    intro u
    rw [← hs u]
    rfl
  -- reading off an entry after multiplication by `H^k` is a linear map
  let L : Matrix n n ℂ →ₗ[ℝ] ℂ :=
    { toFun := fun M => (M * H ^ k) i j
      map_add' := fun A B => by rw [Matrix.add_mul, Matrix.add_apply]
      map_smul' := fun c A => by rw [Matrix.smul_mul, Matrix.smul_apply]; rfl }
  have h := (LinearMap.toContinuousLinearMap L).hasFDerivAt.comp_hasDerivAt t
    (hasDerivAt_exp_smul_const ((-Complex.I) • H) t)
  have e : L (NormedSpace.exp (t • ((-Complex.I) • H)) * ((-Complex.I) • H))
      = -Complex.I * (evolution H t * H ^ (k + 1)) i j := by
    change ((NormedSpace.exp (t • ((-Complex.I) • H)) * ((-Complex.I) • H)) * H ^ k) i j = _
    rw [hU, pow_succ', Matrix.mul_smul, Matrix.smul_mul, Matrix.mul_assoc]
    rfl
  have hf : (fun u : ℝ => (evolution H u * H ^ k) i j)
      = fun u : ℝ => L (NormedSpace.exp (u • ((-Complex.I) • H))) := by
    funext u
    rw [hU]
    rfl
  rw [hf, ← e]
  exact h
```

`HasDerivAt f f' t` says that \(f\) has derivative \(f'\) at \(t\). Since \(\frac{d}{dt}e^{-itH}=e^{-itH}(-iH)\), the theorem reads
\[
\frac{d}{dt}\bigl(U(t)H^k\bigr)_{ij}=-i\,\bigl(U(t)H^{k+1}\bigr)_{ij}.
\]
In the proof, `L` is the map \(M\mapsto (MH^k)_{ij}\). It is linear, so it passes through the derivative of the exponential, which Mathlib supplies. The steps `e` and `hf` put the result into the stated form.

```lean
open scoped Matrix.Norms.Operator in
/-- If the `(i, j)` entry of every power of `H` vanishes, the transition is strictly
forbidden. -/
theorem forbidden_of_all_orders (H : Matrix n n ℂ) (i j : n)
    (h : ∀ k : ℕ, (H ^ k) i j = 0) : StrictlyForbidden H i j := by
  intro t
  have hs := NormedSpace.exp_series_hasSum_exp' (𝕂 := ℂ) ((-(Complex.I * (t : ℂ))) • H)
  let L := LinearMap.toContinuousLinearMap (Matrix.entryLinearMap ℂ ℂ i j)
  have h2 := L.hasSum hs
  -- every term of the exponential series has a vanishing entry
  have h0 : (fun k : ℕ => L ((k.factorial : ℂ)⁻¹ • ((-(Complex.I * (t : ℂ))) • H) ^ k))
      = fun _ => (0 : ℂ) := by
    funext k
    change ((k.factorial : ℂ)⁻¹ • ((-(Complex.I * (t : ℂ))) • H) ^ k) i j = 0
    rw [smul_pow, Matrix.smul_apply, Matrix.smul_apply, h k, smul_zero, smul_zero]
  have h3 : HasSum (fun _ : ℕ => (0 : ℂ)) (evolution H t i j) := by
    rw [← h0]
    exact h2
  exact h3.unique hasSum_zero
```

This theorem goes from powers to amplitudes: it assumes that the \((i,j)\) entry of every power of \(H\) vanishes. Entry by entry, the exponential series is
\[
U(t)_{ij}=\sum_{k=0}^{\infty}\frac{(-it)^k}{k!}\,(H^k)_{ij}.
\]
If every \((H^k)_{ij}\) is zero, every term is zero (`h0`), and a series has only one sum, so \(U(t)_{ij}=0\).

The series also shows what "order" means here: a power of \(t\), or equivalently of the full \(H\), and not of a perturbation split off from it.

```lean
/-- If the `(i, j)` entry of `H^k` vanishes for all `k` below the number of levels,
it vanishes for every `k`. -/
theorem all_orders_of_finitely_many (H : Matrix n n ℂ) (i j : n)
    (h : ∀ k < Fintype.card n, (H ^ k) i j = 0) (k : ℕ) : (H ^ k) i j = 0 := by
  have hpos : 0 < Fintype.card n := Fintype.card_pos_iff.2 ⟨i⟩
  have hdeg : H.charpoly.natDegree = Fintype.card n := H.charpoly_natDegree_eq_dim
  have hne : H.charpoly ≠ 1 := by
    intro h1
    rw [h1, Polynomial.natDegree_one] at hdeg
    omega
  have hlt := Polynomial.natDegree_modByMonic_lt (Polynomial.X ^ k) H.charpoly_monic hne
  rw [hdeg] at hlt
  -- Cayley-Hamilton: reduce `X^k` modulo the characteristic polynomial
  rw [Matrix.pow_eq_aeval_mod_charpoly, Polynomial.aeval_eq_sum_range' hlt, Matrix.sum_apply]
  refine Finset.sum_eq_zero fun l hl => ?_
  rw [Matrix.smul_apply, h l (Finset.mem_range.1 hl), smul_zero]
```

Finitely many powers are enough. Let \(p\) be the characteristic polynomial of \(H\), which is monic of degree \(N\). Polynomial division gives \(X^k=q(X)\,p(X)+r(X)\) with \(\deg r<N\). By Cayley–Hamilton \(p(H)=0\), hence
\[
H^k=r(H)=\sum_{l=0}^{N-1}c_l H^l,\qquad (H^k)_{ij}=\sum_{l=0}^{N-1}c_l\,(H^l)_{ij}=0 .
\]
The Lean proof follows the same route: `pow_eq_aeval_mod_charpoly` replaces \(H^k\) by \(r(H)\), and `Finset.sum_eq_zero` removes the sum term by term.

```lean
/-- All-orders selection rule: the amplitude `exp(-itH)_ij` vanishes at all real times if
and only if `(H^k)_ij = 0` for every `k` below the number of levels. -/
theorem strictlyForbidden_iff (H : Matrix n n ℂ) (i j : n) :
    StrictlyForbidden H i j ↔ ∀ k < Fintype.card n, (H ^ k) i j = 0 := by
  constructor
  · intro h k _
    -- differentiate the vanishing amplitude `k` times
    have key : ∀ l : ℕ, ∀ t : ℝ, (evolution H t * H ^ l) i j = 0 := by
      intro l
      induction l with
      | zero =>
        intro t
        rw [pow_zero, mul_one]
        exact h t
      | succ l ih =>
        intro t
        have hd := hasDerivAt_evolution_mul_pow H i j l t
        rw [funext ih] at hd
        have h0 := hd.unique (hasDerivAt_const t (0 : ℂ))
        exact (mul_eq_zero.1 h0).resolve_left (neg_ne_zero.2 Complex.I_ne_zero)
    have h1 : evolution H 0 = 1 := by simp [evolution]
    have h2 := key k 0
    rwa [h1, one_mul] at h2
  · intro h
    exact forbidden_of_all_orders H i j (all_orders_of_finitely_many H i j h)
```

The main theorem states
\[
U(t)_{ij}=0\ \text{for all real } t\iff (H^k)_{ij}=0\ \text{for } k=0,\dots,N-1 .
\]

From left to right, `key` shows by induction on \(l\) that \((U(t)H^l)_{ij}=0\) at all times. For \(l=0\) this is the assumption. If it holds for \(l\), the function is constantly zero and so is its derivative \(-i(U(t)H^{l+1})_{ij}\); dividing by \(-i\) gives the claim for \(l+1\). At \(t=0\) we have \(U(0)=1\), which leaves \((H^l)_{ij}=0\). From right to left, the two preceding theorems are combined.

For \(i=j\) the entry at \(k=0\) is 1, so remaining in a level is never strictly forbidden.

For a finite-level model with a time-independent Hamiltonian, such as a one-electron tight-binding matrix, a question about all times thus becomes a check of \(N\) numbers. Driven systems and decay into a continuum are not covered.

A different model would write \(H=H_0+\lambda V\) and call a transition forbidden only if its amplitude vanishes for all \(t\) and all real \(\lambda\). Each \((H^k)_{ij}\) would then be a polynomial in \(\lambda\) whose coefficients must all vanish. That is a stricter demand: it excludes cancellations that occur only at one coupling strength, which the present definition accepts.

## Reversal and symmetry

```lean
/-- For a Hermitian Hamiltonian a transition is strictly forbidden exactly when the reverse
transition is. -/
theorem strictlyForbidden_comm {H : Matrix n n ℂ} (hH : H.IsHermitian) (i j : n) :
    StrictlyForbidden H i j ↔ StrictlyForbidden H j i := by
  rw [strictlyForbidden_iff, strictlyForbidden_iff]
  refine forall_congr' fun k => imp_congr_right fun _ => ?_
  rw [← (hH.pow k).apply i j, star_eq_zero]
```

If \(H\) is Hermitian, so is \(H^k\), and \((H^k)_{ij}=\overline{(H^k)_{ji}}\). One entry vanishes exactly when the other does, so by the main theorem \(j\to i\) is forbidden exactly when \(i\to j\) is.

```lean
/-- Symmetry selection rule: if `H` commutes with a diagonal symmetry operator, transitions
between levels with different symmetry labels are strictly forbidden. -/
theorem forbidden_of_symmetry {H : Matrix n n ℂ} {s : n → ℂ}
    (hc : Commute (diagonal s) H) {i j : n} (hs : s i ≠ s j) : StrictlyForbidden H i j := by
  refine forbidden_of_all_orders H i j fun k => ?_
  have h := congrFun (congrFun (hc.pow_right k).eq i) j
  rw [Matrix.diagonal_mul, Matrix.mul_diagonal] at h
  have h0 : (s i - s j) * (H ^ k) i j = 0 := by linear_combination h
  exact (mul_eq_zero.1 h0).resolve_left (sub_ne_zero.2 hs)
```

Let \(S=\mathrm{diag}(s)\) commute with \(H\), where \(s_i\) is the symmetry label of level \(i\). Then \(S\) commutes with \(H^k\), and the \((i,j)\) entry of \(SH^k=H^kS\) gives
\[
(s_i-s_j)\,(H^k)_{ij}=0 .
\]
Different labels therefore force \((H^k)_{ij}=0\) at every order. Because \(S\) is diagonal, the basis must already be symmetry-adapted. The theorem gives a sufficient condition for forbiddenness, not a necessary one.

```lean
/-- A three-level Hamiltonian coupling the first two levels commutes with a parity operator
that gives the first and third levels different labels. -/
theorem forbidden_of_symmetry_witness :
    Commute (diagonal ![(1 : ℂ), 1, -1]) !![0, 1, 0; 1, 0, 0; 0, 0, 1] ∧
      ![(1 : ℂ), 1, -1] 0 ≠ ![(1 : ℂ), 1, -1] 2 := by
  constructor
  · change _ * _ = _ * _
    ext i j
    rw [Matrix.diagonal_mul, Matrix.mul_diagonal]
    fin_cases i <;> fin_cases j <;> simp
  · simp only [Matrix.cons_val]
    norm_num
```

Here is a concrete case. Levels are numbered from 0. The Hamiltonian couples levels 0 and 1, and the parities are \(+1,+1,-1\). The proof compares the nine entries of the two products, and the preceding theorem then forbids transitions between levels 0 and 2.

## A chain that needs the last power

```lean
/-- The open chain of `m + 1` sites with unit hopping between nearest neighbours. -/
def chain (m : ℕ) : Matrix (Fin (m + 1)) (Fin (m + 1)) ℂ :=
  Matrix.of fun a b => if a.val + 1 = b.val ∨ b.val + 1 = a.val then 1 else 0
```

`chain m` has sites \(0,\dots,m\), zero on-site energies and hopping 1 between neighbours, which sets the unit of energy. For \(m\ge 1\) it is also the Hückel matrix of an unbranched conjugated chain of \(m+1\) carbon atoms, in a model with non-interacting electrons and all bonds taken as equal, when energies are measured from \(\alpha\) in units of \(\beta\).

```lean
/-- In the chain, the entry of `H^k` between the first site and site `b` is zero for `k < b`
and one for `k = b`. -/
theorem chain_pow (m k : ℕ) (b : Fin (m + 1)) (hk : k ≤ b.val) :
    (chain m ^ k) 0 b = if k = b.val then 1 else 0 := by
  induction k generalizing b with
  | zero => simp [Matrix.one_apply, Fin.ext_iff]
  | succ k ih =>
    have hb := b.isLt
    have hkm : k < m + 1 := by omega
    rw [pow_succ, Matrix.mul_apply, Finset.sum_eq_single (⟨k, hkm⟩ : Fin (m + 1))]
    · have h1 : ¬ (b.val + 1 = k) := by omega
      rw [ih ⟨k, hkm⟩ le_rfl]
      simp [chain, h1]
    · intro c _ hc
      have hck : c.val ≠ k := fun h => hc (Fin.ext h)
      by_cases hlt : c.val < k
      · -- site `c` is too far from `b` for a single hop
        have h1 : ¬ (c.val + 1 = b.val ∨ b.val + 1 = c.val) := by omega
        simp [chain, h1]
      · -- site `c` is not yet reached after `k` hops
        rw [ih c (by omega), if_neg (Ne.symm hck), zero_mul]
    · intro h
      exact absurd (Finset.mem_univ _) h
```

For \(k\le b\), the entry \((H^k)_{0b}\) is 1 if \(k=b\) and 0 otherwise: reaching site \(b\) takes at least \(b\) hops, and only one path manages it in exactly \(b\). The induction step, for \(k+1\le b\), expands
\[
(H^{k+1})_{0b}=\sum_{c}(H^k)_{0c}\,H_{cb}.
\]
Sites \(c<k\) are not neighbours of \(b\), and sites \(c>k\) have not been reached after \(k\) hops. Only \(c=k\) remains, contributing \(H_{kb}\), which is 1 exactly when \(b=k+1\).

```lean
/-- Sharpness: the chain is Hermitian and its end-to-end entries of `H^k` vanish for all
`k < m`, yet the end-to-end transition is not strictly forbidden. -/
theorem chain_sharp (m : ℕ) :
    (chain m).IsHermitian ∧ (∀ k < m, (chain m ^ k) 0 (Fin.last m) = 0) ∧
      ¬ StrictlyForbidden (chain m) 0 (Fin.last m) := by
  refine ⟨?_, ?_, ?_⟩
  · ext a b
    rw [Matrix.conjTranspose_apply]
    change star (if b.val + 1 = a.val ∨ a.val + 1 = b.val then (1 : ℂ) else 0)
      = if a.val + 1 = b.val ∨ b.val + 1 = a.val then (1 : ℂ) else 0
    by_cases h : a.val + 1 = b.val ∨ b.val + 1 = a.val
    · rw [if_pos h, if_pos h.symm, star_one]
    · rw [if_neg h, if_neg (fun h' => h h'.symm), star_zero]
  · intro k hk
    rw [chain_pow m k (Fin.last m) (by rw [Fin.val_last]; omega), Fin.val_last,
      if_neg (by omega)]
  · intro h
    have h0 := (strictlyForbidden_iff _ _ _).1 h m (by rw [Fintype.card_fin]; omega)
    rw [chain_pow m m (Fin.last m) (by rw [Fin.val_last]), Fin.val_last, if_pos rfl] at h0
    exact one_ne_zero h0

end

end AllOrdersSelectionRule
```

The chain is Hermitian, and its end-to-end entries vanish for all \(k<m\). But \((H^m)_{0m}=1\), and since \(m<N=m+1\), the main theorem says that the transition is not strictly forbidden. Checking only the powers below \(N-1\) would therefore give the wrong verdict. For \(m=0\) the two ends are the same site, and there are no powers below \(m\) to check.

```lean
#print axioms AllOrdersSelectionRule.strictlyForbidden_comm
#print axioms AllOrdersSelectionRule.forbidden_of_symmetry
#print axioms AllOrdersSelectionRule.chain_sharp
```

```
'AllOrdersSelectionRule.strictlyForbidden_comm' depends on axioms: [propext, Classical.choice, Quot.sound]
'AllOrdersSelectionRule.forbidden_of_symmetry' depends on axioms: [propext, Classical.choice, Quot.sound]
'AllOrdersSelectionRule.chain_sharp' depends on axioms: [propext, Classical.choice, Quot.sound]
```
